# Unique self-consistent charge of a Lorentzian adsorbate resonance with depolarization strength $K \ge 0$

In a dipole layer of identical adsorbates that all carry the same charge, this charge is defined only implicitly: it fixes the electrostatic shift of the adsorbate level, and the shifted level fixes the charge. Writing it as a function $q(K)$ of the depolarization strength $K$ presupposes exactly one solution for each $K$. Here self-consistency is therefore a relation among real numbers. The trial charge ranges over the whole real line, and existence, uniqueness and the range $0<q<1$ are conclusions.

```lean
import Mathlib

open Real Set Filter Topology

namespace GurneyDepolarization

noncomputable section
```

## The resonance and its filling

In Gurney's picture the level broadens into a resonance. With half-width $G>0$ and energy $x$ measured from the centre, its density of states is taken to be Lorentzian,
$$\rho_G(x)=\frac{G}{\pi(x^2+G^2)}.$$

```lean
/-- Lorentzian density of states of a resonance of half-width `G`, at energy `x` from its
centre. -/
def lorentzian (G x : ℝ) : ℝ := G / (π * (x ^ 2 + G ^ 2))
```

At zero temperature, with the Fermi level at $x$ above the centre, the filling is
$$n_G(x)=\int_{-\infty}^{x}\rho_G(y)\,dy=\frac1\pi\Big[\arctan\frac yG\Big]_{-\infty}^{x}=\frac12+\frac1\pi\arctan\frac xG .$$
The closed form on the right is the definition of `occupation G x`.

```lean
/-- Gurney occupation of a resonance of half-width `G` when the Fermi level lies `x` above its
centre. -/
def occupation (G x : ℝ) : ℝ := 1 / 2 + arctan (x / G) / π
```

Let $e$ be the height of the Fermi level above the centre for an isolated adsorbate, and $q$ the number of electrons in the resonance. The adsorbate is taken to be neutral when the resonance is empty, so $q$ is also the magnitude of its charge in units of the elementary charge. Charged neighbours raise the level by $Kq$, so
$$q=n_G(e-Kq).$$
The constant $K$ is postulated. It is the electrostatic energy shift per unit of adsorbate charge due to the surrounding dipoles, it grows with coverage, and $K\ge0$ means that like charges repel. Every adsorbate is assumed to carry the same charge, so the uniqueness proved below does not exclude solutions with unequal charges on different adsorbates. The model has one orbital without spin, a structureless infinite band, a shift linear in $q$, and $e$ and $G$ independent of $K$. Since $n_G(-x)=1-n_G(x)$, the same equation describes a donor that is neutral when the resonance is full, with $q$ the empty fraction and $e$ the height of the level above the Fermi energy.

```lean
/-- Self-consistency of the adsorbate charge `q`: the bare offset `e` is reduced by the
depolarization shift `K q`, and `q` equals the occupation at the shifted offset. -/
def IsSelfConsistent (e G K q : ℝ) : Prop := q = occupation G (e - K * q)
```

The chain rule gives
$$n_G'(x)=\frac1\pi\cdot\frac{1}{1+(x/G)^2}\cdot\frac1G=\frac{G}{\pi(x^2+G^2)}=\rho_G(x).$$
In the proof, `h` is the middle expression, and `field_simp` with `ring` multiplies through by $G^2$.

```lean
/-- The derivative of the occupation with respect to the offset is the Lorentzian density of
states. -/
theorem hasDerivAt_occupation {G : ℝ} (hG : 0 < G) (x : ℝ) :
    HasDerivAt (occupation G) (lorentzian G x) x := by
  have h : HasDerivAt (occupation G) (1 / (1 + (x / G) ^ 2) * (1 / G) / π) x :=
    ((((hasDerivAt_id' x).div_const G).arctan).div_const π).const_add (1 / 2)
  refine h.congr_deriv ?_
  have h0 : G ≠ 0 := hG.ne'
  have h1 : x ^ 2 + G ^ 2 ≠ 0 := by positivity
  have h2 : G ^ 2 + x ^ 2 ≠ 0 := by positivity
  have h3 : π ≠ 0 := pi_ne_zero
  unfold lorentzian
  field_simp
  ring
```

Three properties pass from the arctangent to $n_G$. For $a<b$ and $G>0$ one has $a/G<b/G$, so $n_G(a)<n_G(b)$. From $-\pi/2<\arctan t<\pi/2$ for real $t$ follows $0<n_G(x)<1$. As $x\to-\infty$, $x/G\to-\infty$ and $n_G(x)\to\frac12-\frac12=0$. In Lean `Ioo (0 : ℝ) 1` is the open interval and `atBot` is the limit $x\to-\infty$.

```lean
/-- The occupation increases strictly with the offset, lies strictly between 0 and 1, and tends
to 0 as the offset tends to minus infinity. -/
theorem occupation_shape {G : ℝ} (hG : 0 < G) :
    StrictMono (occupation G) ∧ (∀ x, occupation G x ∈ Ioo (0 : ℝ) 1) ∧
      Tendsto (occupation G) atBot (𝓝 0) := by
  refine ⟨fun a b hab => ?_, fun x => ?_, ?_⟩
  · have h1 := arctan_strictMono (div_lt_div_of_pos_right hab hG)
    have h2 := div_lt_div_of_pos_right h1 pi_pos
    unfold occupation
    linarith
  · have h1 : -(1 / 2) < arctan (x / G) / π := by
      rw [lt_div_iff₀ pi_pos]
      linarith [neg_pi_div_two_lt_arctan (x / G)]
    have h2 : arctan (x / G) / π < 1 / 2 := by
      rw [div_lt_iff₀ pi_pos]
      linarith [arctan_lt_pi_div_two (x / G)]
    unfold occupation
    constructor <;> linarith
  · have h1 : Tendsto (fun x : ℝ => x / G) atBot atBot := tendsto_id.atBot_div_const hG
    have h2 := (tendsto_arctan_atBot.mono_right nhdsWithin_le_nhds).comp h1
    have h3 := (h2.div_const π).const_add (1 / 2)
    have h0 : (1 / 2 : ℝ) + -(π / 2) / π = 0 := by
      rw [neg_div, div_right_comm, div_self pi_ne_zero]
      norm_num
    rw [h0] at h3
    exact h3
```

The alternative definition takes $n_G$ to be the integral of `lorentzian` up to the Fermi level. The link to the density of states would then hold by definition, and the improper integral would need evaluating before any arctangent fact applied. With the closed form, the link consists of the derivative $\rho_G$ and the limit $0$ at $-\infty$, which together determine the same function. The integral identity is not itself stated as a theorem.

## One solution for each $K\ge0$

Put $f(q)=q-n_G(e-Kq)$, which is continuous because $n_G$ is differentiable. Then $f(0)=-n_G(e)<0$ and $f(1)=1-n_G(e-K)>0$, so $f$ vanishes somewhere in $[0,1]$. For uniqueness let $a\le b$ be two solutions. With $K\ge0$, $Ka\le Kb$, hence $e-Kb\le e-Ka$ and
$$b=n_G(e-Kb)\le n_G(e-Ka)=a ,$$
so $a=b$. The sign change is `hsign`, passed to `intermediate_value_Icc`. The inequality chain is `hle`, the only place where `hK` enters, and it is applied to both orderings of two solutions.

```lean
/-- For depolarization strength `K ≥ 0` there is exactly one real self-consistent charge. -/
theorem existsUnique_charge (e : ℝ) {G K : ℝ} (hG : 0 < G) (hK : 0 ≤ K) :
    ∃! q, IsSelfConsistent e G K q := by
  obtain ⟨hmono, hmem, -⟩ := occupation_shape hG
  have hc : Continuous (occupation G) :=
    continuous_iff_continuousAt.2 fun x => (hasDerivAt_occupation hG x).continuousAt
  have hf : Continuous fun q : ℝ => q - occupation G (e - K * q) :=
    continuous_id.sub (hc.comp (by fun_prop : Continuous fun q : ℝ => e - K * q))
  -- the residual changes sign between q = 0 and q = 1
  have hsign : (0 : ℝ) ∈ Icc (0 - occupation G (e - K * 0)) (1 - occupation G (e - K * 1)) :=
    ⟨by linarith [(hmem (e - K * 0)).1], by linarith [(hmem (e - K * 1)).2]⟩
  obtain ⟨q, -, hq⟩ := intermediate_value_Icc (zero_le_one' ℝ) hf.continuousOn hsign
  have hq' : IsSelfConsistent e G K q := sub_eq_zero.1 hq
  -- a larger charge shifts the level further, which cannot raise the occupation
  have hle : ∀ a b, IsSelfConsistent e G K a → IsSelfConsistent e G K b → a ≤ b → b ≤ a := by
    intro a b ha hb hab
    have h1 : e - K * b ≤ e - K * a := by linarith [mul_le_mul_of_nonneg_left hab hK]
    have h2 := hmono.monotone h1
    unfold IsSelfConsistent at ha hb
    linarith
  refine ⟨q, hq', fun y hy => ?_⟩
  rcases le_total y q with h | h
  · exact le_antisymm h (hle y q hy hq' h)
  · exact le_antisymm (hle q y hq' hy h) h
```

## Response to $K$ and to $e$

Let $0\le K_1<K_2$ with solutions $q_1,q_2$. Suppose $q_1\le q_2$. Then $K_1q_1\le K_1q_2<K_2q_2$, the strict step using $q_2>0$. So $e-K_2q_2<e-K_1q_1$, and strict monotonicity gives $q_2<q_1$, a contradiction. Therefore $q_2<q_1$, which reads $n_G(e-K_2q_2)<n_G(e-K_1q_1)$. A strictly increasing function preserves order in both directions, so $e-K_2q_2<e-K_1q_1$, that is $K_1q_1<K_2q_2$. The facts `a1` to `a4` are the contradiction, and `hmono.lt_iff_lt` is the inversion. The argument compares two solutions and uses no derivative $dq/dK$.

```lean
/-- Stronger depolarization gives a strictly smaller self-consistent charge and a strictly larger
level shift `K q`. -/
theorem response_to_depolarization {e G K₁ K₂ q₁ q₂ : ℝ} (hG : 0 < G) (hK : 0 ≤ K₁)
    (hKK : K₁ < K₂) (h₁ : IsSelfConsistent e G K₁ q₁) (h₂ : IsSelfConsistent e G K₂ q₂) :
    q₂ < q₁ ∧ K₁ * q₁ < K₂ * q₂ := by
  obtain ⟨hmono, hmem, -⟩ := occupation_shape hG
  unfold IsSelfConsistent at h₁ h₂
  have hpos : 0 < q₂ := by linarith [(hmem (e - K₂ * q₂)).1]
  have hq : q₂ < q₁ := by
    by_contra hcon
    have hle : q₁ ≤ q₂ := not_lt.1 hcon
    have a1 := mul_le_mul_of_nonneg_left hle hK
    have a2 := mul_lt_mul_of_pos_right hKK hpos
    have a3 : e - K₂ * q₂ < e - K₁ * q₁ := by linarith
    have a4 := hmono a3
    linarith
  -- a smaller occupation means a smaller shifted offset
  have b1 : occupation G (e - K₂ * q₂) < occupation G (e - K₁ * q₁) := by linarith
  have b2 := hmono.lt_iff_lt.1 b1
  exact ⟨hq, by linarith⟩
```

The same pattern handles the bare offset. Fix $K\ge0$ and let $e_1<e_2$ have solutions $q_1,q_2$. If $q_2\le q_1$, then $Kq_2\le Kq_1$, so $e_1-Kq_1<e_2-Kq_2$ and $q_1<q_2$, a contradiction. Hence $q_1<q_2$, and inverting $n_G$ gives $e_1-Kq_1<e_2-Kq_2$: the feedback never cancels the whole change in $e$.

```lean
/-- At fixed `K ≥ 0`, a larger bare offset gives a strictly larger self-consistent charge and a
strictly larger shifted offset `e - K q`. -/
theorem response_to_offset {e₁ e₂ G K q₁ q₂ : ℝ} (hG : 0 < G) (hK : 0 ≤ K) (he : e₁ < e₂)
    (h₁ : IsSelfConsistent e₁ G K q₁) (h₂ : IsSelfConsistent e₂ G K q₂) :
    q₁ < q₂ ∧ e₁ - K * q₁ < e₂ - K * q₂ := by
  obtain ⟨hmono, -, -⟩ := occupation_shape hG
  unfold IsSelfConsistent at h₁ h₂
  have hq : q₁ < q₂ := by
    by_contra hcon
    have hle : q₂ ≤ q₁ := not_lt.1 hcon
    have a1 := mul_le_mul_of_nonneg_left hle hK
    have a3 : e₁ - K * q₁ < e₂ - K * q₂ := by linarith
    have a4 := hmono a3
    linarith
  have b1 : occupation G (e₁ - K * q₁) < occupation G (e₂ - K * q₂) := by linarith
  exact ⟨hq, hmono.lt_iff_lt.1 b1⟩
```

## Large $K$

Let $q(K)$ be any function that solves the equation for all $K\ge0$. Fix a real $M$ and set $c=n_G(e-M)>0$. Take $K\ge0$ with $K\ge M/c$, and suppose $Kq(K)<M$. Then $e-Kq(K)>e-M$, so $q(K)>c$ and
$$Kq(K)\ge Kc\ge M,$$
a contradiction. Thus $Kq(K)\ge M$ for all large $K$, and $Kq(K)\to\infty$; this is `hshift`, where `atTop` stands for $K\to\infty$. Consequently $e-Kq(K)\to-\infty$ (`hoff`), and $q(K)=n_G(e-Kq(K))\to0$ by composing with the limit `hlim`. The step `congr'` is there because the equation is assumed only for $K\ge0$, which is enough for the limit.

```lean
/-- As the depolarization strength tends to infinity, the level shift `K q(K)` diverges and the
self-consistent charge `q(K)` tends to zero. -/
theorem strong_depolarization_limit {e G : ℝ} {q : ℝ → ℝ} (hG : 0 < G)
    (hq : ∀ K, 0 ≤ K → IsSelfConsistent e G K (q K)) :
    Tendsto (fun K => K * q K) atTop atTop ∧ Tendsto q atTop (𝓝 0) := by
  obtain ⟨hmono, hmem, hlim⟩ := occupation_shape hG
  have hshift : Tendsto (fun K => K * q K) atTop atTop := by
    refine tendsto_atTop.2 fun M => ?_
    have hc := (hmem (e - M)).1
    filter_upwards [eventually_ge_atTop (0 : ℝ),
      eventually_ge_atTop (M / occupation G (e - M))] with K hK hKM
    -- a shift below M keeps the charge above occupation (e - M), impossible for large K
    by_contra hcon
    have h1 : K * q K < M := not_le.1 hcon
    have h2 : occupation G (e - M) < occupation G (e - K * q K) := hmono (by linarith)
    have h3 : q K = occupation G (e - K * q K) := hq K hK
    have h4 : occupation G (e - M) ≤ q K := by linarith
    have h5 := mul_le_mul_of_nonneg_left h4 hK
    have h6 := (div_le_iff₀ hc).1 hKM
    linarith
  have hoff : Tendsto (fun K => e - K * q K) atTop atBot := by
    refine tendsto_atBot.2 fun b => ?_
    filter_upwards [hshift.eventually_ge_atTop (e - b)] with K hK
    have h1 : e - b ≤ K * q K := hK
    show e - K * q K ≤ b
    linarith
  refine ⟨hshift, (hlim.comp hoff).congr' ?_⟩
  filter_upwards [eventually_ge_atTop (0 : ℝ)] with K hK
  exact Eq.symm (hq K hK)
```

## The function $q(K)$

For every real $e$ and every $G>0$, `gurney_depolarization` gives a function `q : ℝ → ℝ` with six properties. For $K\ge0$, a real $x$ is self-consistent if and only if $x=q(K)$. For $K\ge0$, $0<q(K)<1$. On `Ici 0`, the half-line $[0,\infty)$, $q$ is strictly decreasing and $K\mapsto Kq(K)$ is strictly increasing. Finally $q(K)\to0$ and $Kq(K)\to\infty$ as $K\to\infty$. Nothing is said about `q K` for $K<0$, and the dependence on $e$ stays in the separate theorem `response_to_offset`. The proof uses `choose` to pick a solution for each $K\ge0$, and each property is then an instance of an earlier theorem.

```lean
/-- Gurney adsorbate with depolarization: for `K ≥ 0` the unique self-consistent charge `q(K)`
lies in (0,1) and decreases strictly to zero, while `K q(K)` increases strictly without bound. -/
theorem gurney_depolarization (e : ℝ) {G : ℝ} (hG : 0 < G) :
    ∃ q : ℝ → ℝ, (∀ K, 0 ≤ K → ∀ x, IsSelfConsistent e G K x ↔ x = q K) ∧
      (∀ K, 0 ≤ K → q K ∈ Ioo (0 : ℝ) 1) ∧ StrictAntiOn q (Ici 0) ∧
      StrictMonoOn (fun K => K * q K) (Ici 0) ∧ Tendsto q atTop (𝓝 0) ∧
      Tendsto (fun K => K * q K) atTop atTop := by
  have hex : ∀ K : ℝ, ∃ y, 0 ≤ K → IsSelfConsistent e G K y := by
    intro K
    by_cases hK : 0 ≤ K
    · obtain ⟨y, hy⟩ := (existsUnique_charge e hG hK).exists
      exact ⟨y, fun _ => hy⟩
    · exact ⟨0, fun h => absurd h hK⟩
  choose q hq using hex
  have hlim := strong_depolarization_limit hG hq
  refine ⟨q, fun K hK x => ⟨fun hx => (existsUnique_charge e hG hK).unique hx (hq K hK),
    fun hx => ?_⟩, fun K hK => ?_, fun a ha b hb hab => ?_, fun a ha b hb hab => ?_,
    hlim.2, hlim.1⟩
  · rw [hx]
    exact hq K hK
  · have h : q K = occupation G (e - K * q K) := hq K hK
    rw [h]
    exact (occupation_shape hG).2.1 _
  · exact (response_to_depolarization hG ha hab (hq a ha) (hq b hb)).1
  · exact (response_to_depolarization hG ha hab (hq a ha) (hq b hb)).2
```

The work function does not appear in the statements. If $K$ is taken proportional to coverage, as in a smeared-out capacitor picture, $Kq$ is proportional to the potential step across the dipole layer. In this one-level mean-field model with fixed $e$ and $G$, the step then grows strictly with coverage, so it has no extremum at intermediate coverage and no exactly flat interval, while the charge per adsorbate falls. The divergence of $Kq$ as $K\to\infty$ is a formal limit, since real coverage is bounded. It also relies on the infinite tail of the Lorentzian: with a density of states that vanishes below some finite energy, $Kq$ would stay bounded. The theorems give no rate of growth. Solving the equation for the shift gives $Kq=e+G\cot(\pi q)$, so for $0<G\ll e$ the shift stays close to $e$ over a wide range of $K>e$, where the level is nearly pinned at the Fermi energy. Uniqueness means that a self-consistency loop for this model has a single fixed point when $K\ge0$; whether plain iteration converges to it is a separate question that the theorems leave open.

## Strong negative coupling can break uniqueness

Without $K\ge0$ the feedback can reinforce the charge. A negative $K$ would mean that like charges attract, which electrostatic depolarization does not produce, so the example below tests the hypothesis and does not describe a dipole layer. Take $K=-4G$ and $e=-2G$, so that $e-Kq=G(4q-2)$ and
$$q=\frac12+\frac1\pi\arctan(4q-2).$$
At $q=\frac14,\frac12,\frac34$ the argument is $-1,0,1$, the arctangent is $-\frac\pi4,0,\frac\pi4$, and the right side equals $\frac14,\frac12,\frac34$. The helper `key` cancels $G$ when the offset $x$ is a multiple $tG$ of the width. The theorem exhibits three solutions without excluding more, and it does not show that every negative $K$ fails. As an unformalised aside, $f'(q)=1+K\rho_G(e-Kq)$ and $\rho_G\le1/(\pi G)$, which keeps $f$ increasing for $K>-\pi G$; the value $-4G$ lies below that threshold.

```lean
/-- For the negative coupling `K = -4G` and offset `e = -2G`, the charges 1/4, 1/2 and 3/4 are
all self-consistent. -/
theorem three_solutions_of_negative_coupling {G : ℝ} (hG : 0 < G) :
    IsSelfConsistent (-2 * G) G (-4 * G) (1 / 4) ∧ IsSelfConsistent (-2 * G) G (-4 * G) (1 / 2) ∧
      IsSelfConsistent (-2 * G) G (-4 * G) (3 / 4) := by
  have key : ∀ x t : ℝ, x = t * G → occupation G x = 1 / 2 + arctan t / π := by
    intro x t h
    unfold occupation
    rw [h, mul_div_cancel_right₀ _ hG.ne']
  have hπ : π / 4 / π = 1 / 4 := by rw [div_right_comm, div_self pi_ne_zero]
  unfold IsSelfConsistent
  refine ⟨?_, ?_, ?_⟩
  · rw [key (-2 * G - -4 * G * (1 / 4)) (-1) (by ring), arctan_neg, arctan_one, neg_div, hπ]
    norm_num
  · rw [key (-2 * G - -4 * G * (1 / 2)) 0 (by ring), arctan_zero]
    norm_num
  · rw [key (-2 * G - -4 * G * (3 / 4)) 1 (by ring), arctan_one, hπ]
    norm_num

end

end GurneyDepolarization
```

```lean
#print axioms GurneyDepolarization.existsUnique_charge
-- 'GurneyDepolarization.existsUnique_charge' depends on axioms: [propext, Classical.choice, Quot.sound]
#print axioms GurneyDepolarization.response_to_offset
-- 'GurneyDepolarization.response_to_offset' depends on axioms: [propext, Classical.choice, Quot.sound]
#print axioms GurneyDepolarization.gurney_depolarization
-- 'GurneyDepolarization.gurney_depolarization' depends on axioms: [propext, Classical.choice, Quot.sound]
#print axioms GurneyDepolarization.three_solutions_of_negative_coupling
-- 'GurneyDepolarization.three_solutions_of_negative_coupling' depends on axioms: [propext, Classical.choice, Quot.sound]
```
